# The one-loop electron vacuum polarization: its absorptive part above threshold from the Feynman-parameter logarithm

**Q:** A virtual photon with squared momentum \(s>4m^2\) can create a real electron–positron pair of mass \(m\) each, and the imaginary part of the vacuum polarization records this. But if I put such a real \(s\) straight into the one-loop formula, the principal logarithm of a negative number returns \(+i\pi\), and the imaginary part has the wrong sign for \(s+i0\). A dispersion integral fed with it reverses the sign of the vacuum polarization. What fixes the sign and the size?

**A:** A limit from the upper half-plane. With \(\hbar=c=1\), the fine-structure constant \(\alpha\) as coupling and a Feynman parameter \(x\), the renormalized loop is
\[
\Pi(z)=\frac{2\alpha}{\pi}\int_0^1 x(1-x)\,\log\!\Big(1-\frac{x(1-x)z}{m^2}\Big)\,dx .
\]
At \(z=s+i\varepsilon\), with \(\varepsilon>0\), the logarithm's argument is
\[
1-\frac{x(1-x)s}{m^2}-i\,\frac{x(1-x)\varepsilon}{m^2}.
\]
For \(0<x<1\) it lies below the real axis. As \(\varepsilon\to0^+\), the imaginary part of the logarithm tends to \(-\pi\) where \(x(1-x)s>m^2\), and to \(0\) where \(x(1-x)s<m^2\). At most two values of \(x\) give equality, and they don't affect the integral. Hence
\[
\operatorname{Im}\Pi(s+i\varepsilon)\to-\alpha\int_{x(1-x)s>m^2}2x(1-x)\,dx .
\]

**Q:** And the remaining integral?

**A:** Put \(\beta=\sqrt{1-4m^2/s}\). Since \(4x(1-x)=1-(2x-1)^2\), the condition on \(x\) is \((2x-1)^2<\beta^2\), so \(x\) runs from \((1-\beta)/2\) to \((1+\beta)/2\). With \(u=2x-1\),
\[
\int 2x(1-x)\,dx=\int_{-\beta}^{\beta}\frac{1-u^2}{4}\,du=\frac{\beta(3-\beta^2)}{6}
=\frac13\sqrt{1-\frac{4m^2}{s}}\Big(1+\frac{2m^2}{s}\Big),
\]
because \(3-\beta^2=2+4m^2/s\). The absorptive part is \(-\alpha\) times this.

**Q:** Give me numbers.

**A:** Take \(s=16m^2/3\). Then \(\beta=1/2\) and \(x\) runs from \(1/4\) to \(3/4\). The antiderivative \(x^2-\tfrac23x^3\) gives \(\tfrac{27}{96}-\tfrac{5}{96}=\tfrac{11}{48}\). The closed form gives \(\tfrac13\cdot\tfrac12\cdot\tfrac{11}{8}=\tfrac{11}{48}\) as well, so \(\operatorname{Im}\Pi\to-11\alpha/48\).

**Q:** Now the formal version. Is the loop in it, or only the final integral?

**A:** The loop is in it, as a function of complex \(z\). `feynmanArg` is the argument of the logarithm and `vacPol` is \(\Pi\), with `Complex.log` the principal branch.

In Lean 4 with Mathlib:

```lean
import Mathlib

open MeasureTheory Filter
open scoped Real Topology

namespace ElectronLoopAbsorptivePart

noncomputable section

/-- The argument `1 - x(1-x)z/m²` of the Feynman-parameter logarithm, for mass `m ≠ 0`. -/
def feynmanArg (m : ℝ) (z : ℂ) (x : ℝ) : ℂ :=
  1 - ((x * (1 - x) : ℝ) : ℂ) * z / (m : ℂ) ^ 2

/-- The renormalized one-loop vacuum polarization at complex squared momentum `z`,
for coupling `α` and electron mass `m ≠ 0`. -/
def vacPol (α m : ℝ) (z : ℂ) : ℂ :=
  ((2 * α / π : ℝ) : ℂ) *
    ∫ x in (0 : ℝ)..1, ((x * (1 - x) : ℝ) : ℂ) * Complex.log (feynmanArg m z x)
```

**Q:** So the Feynman-parameter formula itself is assumed.

**A:** Yes, as a definition. The step from the Feynman diagram to this formula, with its regularization and the subtraction that makes \(\Pi(0)=0\), is the part you must supply from field theory. The definition also fixes the overall sign; some textbooks define \(\Pi\) with the opposite one.

**Q:** What are the other two objects?

**A:** `openRegion` is the set of \(x\in[0,1]\) with \(x(1-x)s>m^2\). "Open" refers to the pair channel, not to topology. `velocity` is \(\beta\), the speed of either particle in the pair's centre-of-mass frame.

```lean
/-- The Feynman parameters `x` in `[0,1]` with `x(1-x)s > m²`. -/
def openRegion (m s : ℝ) : Set ℝ :=
  Set.Icc 0 1 ∩ {x | m ^ 2 < x * (1 - x) * s}

/-- The threshold factor `√(1 - 4m²/s)`, for `s > 0` and `s ≥ 4m²`. -/
def velocity (m s : ℝ) : ℝ := Real.sqrt (1 - 4 * m ^ 2 / s)
```

**Q:** How is the main claim phrased?

**A:** `absorptive_part` takes any real \(\alpha\), a mass \(m>0\) and \(s>4m^2\). It says that the imaginary part of `vacPol` at \(s+i\varepsilon\) tends to \(-(\alpha/3)\sqrt{1-4m^2/s}\,(1+2m^2/s)\). The filter `𝓝[>] 0` means that \(\varepsilon\) approaches zero through positive values, which is the \(+i0\) prescription.

**Q:** Then take me through the proof, starting with the interval.

**A:** The first theorem completes the square. It multiplies \(\beta^2\) by \(s\) to clear the fraction, then passes between \((2x-1)^2<\beta^2\) and the two bounds on \(x\). It also uses \(\beta\le1\), so that the interval stays inside \([0,1]\).

```lean
/-- Above threshold, `s > 4m²`, the open region is the interval of width `√(1 - 4m²/s)`
centred at `x = 1/2`, without its endpoints. -/
theorem openRegion_eq {m s : ℝ} (h : 4 * m ^ 2 < s) :
    openRegion m s = Set.Ioo ((1 - velocity m s) / 2) ((1 + velocity m s) / 2) := by
  have hs : 0 < s := by nlinarith [sq_nonneg m]
  have hb0 : 0 ≤ velocity m s := Real.sqrt_nonneg _
  have hb : s * velocity m s ^ 2 = s - 4 * m ^ 2 := by
    rw [velocity, Real.sq_sqrt (sub_nonneg.2 ((div_le_one hs).2 h.le))]
    field_simp
  have hb2 : velocity m s ^ 2 ≤ 1 :=
    le_of_mul_le_mul_left (by nlinarith [sq_nonneg m] : s * velocity m s ^ 2 ≤ s * 1) hs
  have hb1 : velocity m s ≤ 1 := by nlinarith
  ext x
  constructor
  · rintro ⟨_, hx⟩
    have hx' : m ^ 2 < x * (1 - x) * s := hx
    -- completing the square turns the condition into |2x - 1| < velocity
    have hq : (2 * x - 1) ^ 2 < velocity m s ^ 2 :=
      lt_of_mul_lt_mul_left (by nlinarith : s * (2 * x - 1) ^ 2 < s * velocity m s ^ 2) hs.le
    obtain ⟨h1, h2⟩ := abs_lt_of_sq_lt_sq' hq hb0
    exact ⟨by linarith, by linarith⟩
  · rintro ⟨h1, h2⟩
    have hq : (2 * x - 1) ^ 2 < velocity m s ^ 2 := sq_lt_sq' (by linarith) (by linarith)
    have hq' := mul_lt_mul_of_pos_left hq hs
    refine ⟨⟨by linarith, by linarith⟩, ?_⟩
    show m ^ 2 < x * (1 - x) * s
    nlinarith
```

The integral then follows from the antiderivative \(y^2-\tfrac23y^3\), whose derivative is checked in `hd`. The last line substitutes \(\beta^2=1-4m^2/s\). No sign of \(m\) is required here, and at \(m=0\) the value is \(1/3\).

```lean
/-- For `s > 4m²`, the integral of `2x(1-x)` over the open region is
`(1/3) √(1 - 4m²/s) (1 + 2m²/s)`. -/
theorem integral_openRegion {m s : ℝ} (h : 4 * m ^ 2 < s) :
    ∫ x in openRegion m s, 2 * x * (1 - x) =
      1 / 3 * Real.sqrt (1 - 4 * m ^ 2 / s) * (1 + 2 * m ^ 2 / s) := by
  have hs : 0 < s := by nlinarith [sq_nonneg m]
  have hb0 : 0 ≤ velocity m s := Real.sqrt_nonneg _
  have hb : velocity m s ^ 2 = 1 - 4 * m ^ 2 / s :=
    Real.sq_sqrt (sub_nonneg.2 ((div_le_one hs).2 h.le))
  have hd : ∀ x : ℝ, HasDerivAt (fun y : ℝ => y ^ 2 - 2 / 3 * y ^ 3) (2 * x * (1 - x)) x := by
    intro x
    refine ((hasDerivAt_pow 2 x).fun_sub ((hasDerivAt_pow 3 x).const_mul (2 / 3))).congr_deriv ?_
    norm_num
    ring
  rw [openRegion_eq h, ← integral_Ioc_eq_integral_Ioo,
    ← intervalIntegral.integral_of_le (by linarith),
    intervalIntegral.integral_eq_sub_of_hasDerivAt (fun x _ => hd x)
      (Continuous.intervalIntegrable (by fun_prop) _ _)]
  change _ = 1 / 3 * velocity m s * (1 + 2 * m ^ 2 / s)
  linear_combination (-velocity m s / 6) * hb
```

**Q:** Where does the sign enter?

**A:** In the next two results. `feynmanArg_eq` splits the argument into real and imaginary parts. `tendsto_log_im_open` shows that the argument approaches a negative real number from below, where the principal phase tends to \(-\pi\).

```lean
/-- Real and imaginary part of the logarithm's argument at `z = s + iε`. -/
theorem feynmanArg_eq (m s ε x : ℝ) :
    feynmanArg m ((s : ℂ) + (ε : ℂ) * Complex.I) x =
      ⟨1 - x * (1 - x) * s / m ^ 2, -(x * (1 - x) * ε / m ^ 2)⟩ := by
  rw [Complex.mk_eq_add_mul_I]
  unfold feynmanArg
  push_cast
  ring

/-- For `m > 0` and `0 < x < 1` with `x(1-x)s > m²`, the imaginary part of the logarithm at
`z = s + iε` tends to `-π` as `ε → 0⁺`. -/
theorem tendsto_log_im_open {m s x : ℝ} (hm : 0 < m) (hx0 : 0 < x) (hx1 : x < 1)
    (h : m ^ 2 < x * (1 - x) * s) :
    Tendsto (fun ε : ℝ => (Complex.log (feynmanArg m ((s : ℂ) + (ε : ℂ) * Complex.I) x)).im)
      (𝓝[>] 0) (𝓝 (-π)) := by
  simp only [Complex.log_im]
  have hc : Continuous (fun ε : ℝ => feynmanArg m ((s : ℂ) + (ε : ℂ) * Complex.I) x) := by
    unfold feynmanArg
    fun_prop
  have hre : (feynmanArg m ((s : ℂ) + ((0 : ℝ) : ℂ) * Complex.I) x).re < 0 := by
    rw [feynmanArg_eq]
    have := (one_lt_div (pow_pos hm 2)).2 h
    show 1 - x * (1 - x) * s / m ^ 2 < 0
    linarith
  have him : (feynmanArg m ((s : ℂ) + ((0 : ℝ) : ℂ) * Complex.I) x).im = 0 := by
    rw [feynmanArg_eq]
    simp
  -- the negative real axis is approached from below
  refine (Complex.tendsto_arg_nhdsWithin_im_neg_of_re_neg_of_im_zero hre him).comp
    (tendsto_nhdsWithin_iff.2 ⟨(hc.tendsto 0).mono_left nhdsWithin_le_nhds, ?_⟩)
  filter_upwards [self_mem_nhdsWithin] with ε hε
  show (feynmanArg m ((s : ℂ) + (ε : ℂ) * Complex.I) x).im < 0
  rw [feynmanArg_eq]
  exact neg_lt_zero.2 (div_pos (mul_pos (mul_pos hx0 (sub_pos.2 hx1)) hε) (pow_pos hm 2))
```

Where \(x(1-x)s<m^2\), the limiting argument is a positive real number. The phase is continuous there and tends to zero.

```lean
/-- For `m > 0` and `x(1-x)s < m²`, the imaginary part of the logarithm at `z = s + iε` tends to
zero as `ε → 0⁺`. -/
theorem tendsto_log_im_closed {m s x : ℝ} (hm : 0 < m) (h : x * (1 - x) * s < m ^ 2) :
    Tendsto (fun ε : ℝ => (Complex.log (feynmanArg m ((s : ℂ) + (ε : ℂ) * Complex.I) x)).im)
      (𝓝[>] 0) (𝓝 0) := by
  simp only [Complex.log_im]
  have hc : Continuous (fun ε : ℝ => feynmanArg m ((s : ℂ) + (ε : ℂ) * Complex.I) x) := by
    unfold feynmanArg
    fun_prop
  have hpos : 0 < 1 - x * (1 - x) * s / m ^ 2 := sub_pos.2 ((div_lt_one (pow_pos hm 2)).2 h)
  have hw : feynmanArg m ((s : ℂ) + ((0 : ℝ) : ℂ) * Complex.I) x =
      ((1 - x * (1 - x) * s / m ^ 2 : ℝ) : ℂ) := by
    unfold feynmanArg
    push_cast
    ring
  have h0 := (hc.tendsto 0).mono_left (nhdsWithin_le_nhds (s := Set.Ioi 0))
  rw [hw] at h0
  have ha := (Complex.continuousAt_arg (Complex.ofReal_mem_slitPlane.2 hpos)).tendsto.comp h0
  rw [Complex.arg_ofReal_of_nonneg hpos.le] at ha
  exact ha
```

**Q:** You have taken the imaginary part under the integral sign, and then the limit. Are both justified?

**A:** They are separate steps. For fixed \(\varepsilon>0\) the argument never meets the cut: it equals \(1\) at the endpoints \(x=0,1\) and has a negative imaginary part in between. The integrand is therefore continuous, hence integrable, and the imaginary part can be taken inside.

```lean
/-- For `m > 0` and `ε > 0`, the imaginary part of the loop at `s + iε` is the integral over
`0 ≤ x ≤ 1` of `(2α/π) x(1-x)` times the imaginary part of the logarithm. -/
theorem vacPol_im {m ε : ℝ} (α s : ℝ) (hm : 0 < m) (hε : 0 < ε) :
    (vacPol α m ((s : ℂ) + (ε : ℂ) * Complex.I)).im = 2 * α / π * ∫ x in (0 : ℝ)..1,
      x * (1 - x) * (Complex.log (feynmanArg m ((s : ℂ) + (ε : ℂ) * Complex.I) x)).im := by
  have hint : IntervalIntegrable (fun x : ℝ => ((x * (1 - x) : ℝ) : ℂ) *
      Complex.log (feynmanArg m ((s : ℂ) + (ε : ℂ) * Complex.I) x)) volume 0 1 := by
    apply ContinuousOn.intervalIntegrable
    rw [Set.uIcc_of_le zero_le_one]
    refine ContinuousOn.mul (Continuous.continuousOn (by fun_prop)) (ContinuousOn.clog
      (Continuous.continuousOn (by unfold feynmanArg; fun_prop)) fun x hx => ?_)
    -- off the real axis the argument never meets the cut
    rw [feynmanArg_eq, Complex.mem_slitPlane_iff]
    rcases (mul_nonneg hx.1 (sub_nonneg.2 hx.2)).eq_or_lt with h | h
    · left
      show 0 < 1 - x * (1 - x) * s / m ^ 2
      rw [← h]
      simp
    · right
      exact neg_ne_zero.2 (div_pos (mul_pos h hε) (pow_pos hm 2)).ne'
  have h := Complex.imCLM.intervalIntegral_comp_comm hint
  simp only [Complex.imCLM_apply, Complex.im_ofReal_mul] at h
  rw [vacPol, Complex.im_ofReal_mul, h]
```

For the limit, \(|x(1-x)|\le1\) and the phase is at most \(\pi\) in magnitude, so the constant \(\pi\) bounds the integrand for every \(\varepsilon\), and dominated convergence applies. `hfin` shows that the points with \(x(1-x)s=m^2\) form a finite set, which has measure zero. At all other points the two limits above apply. The result holds for every real \(s\).

```lean
/-- For `m > 0` and every real `s`, the imaginary part of the loop at `s + i0` is `-α` times
the integral of `2x(1-x)` over the open region. -/
theorem tendsto_vacPol_im {m : ℝ} (α s : ℝ) (hm : 0 < m) :
    Tendsto (fun ε : ℝ => (vacPol α m ((s : ℂ) + (ε : ℂ) * Complex.I)).im) (𝓝[>] 0)
      (𝓝 (-α * ∫ x in openRegion m s, 2 * x * (1 - x))) := by
  have hA : MeasurableSet {x : ℝ | m ^ 2 < x * (1 - x) * s} :=
    measurableSet_lt measurable_const (Continuous.measurable (by fun_prop))
  -- the branch points form a finite set
  have hfin : {x : ℝ | x * (1 - x) * s = m ^ 2}.Finite := by
    rcases Set.eq_empty_or_nonempty {x : ℝ | x * (1 - x) * s = m ^ 2} with h | ⟨r, hr⟩
    · rw [h]
      exact Set.finite_empty
    · have hr' : r * (1 - r) * s = m ^ 2 := hr
      have hs : s ≠ 0 := by
        intro h
        rw [h, mul_zero] at hr'
        exact (pow_pos hm 2).ne hr'
      refine (Set.toFinite {r, 1 - r}).subset fun x hx => ?_
      have hx' : x * (1 - x) * s = m ^ 2 := hx
      have hz : (x - r) * (x - (1 - r)) = 0 := by
        apply mul_left_cancel₀ hs
        linear_combination hr' - hx'
      rcases mul_eq_zero.1 hz with h | h
      · exact Or.inl (sub_eq_zero.1 h)
      · exact Or.inr (Set.mem_singleton_iff.2 (sub_eq_zero.1 h))
  have hlim : Tendsto (fun ε : ℝ => ∫ x in (0 : ℝ)..1,
      x * (1 - x) * (Complex.log (feynmanArg m ((s : ℂ) + (ε : ℂ) * Complex.I) x)).im)
      (𝓝[>] 0) (𝓝 (∫ x in (0 : ℝ)..1, {x : ℝ | m ^ 2 < x * (1 - x) * s}.indicator
        (fun x => -(π / 2) * (2 * x * (1 - x))) x)) := by
    apply intervalIntegral.tendsto_integral_filter_of_dominated_convergence (fun _ => π)
    · refine Eventually.of_forall fun ε => Measurable.aestronglyMeasurable ?_
      have hc : Continuous (fun x : ℝ => feynmanArg m ((s : ℂ) + (ε : ℂ) * Complex.I) x) := by
        unfold feynmanArg
        fun_prop
      exact (Continuous.measurable (by fun_prop)).mul
        (Complex.measurable_im.comp (Complex.measurable_log.comp hc.measurable))
    · refine Eventually.of_forall fun ε => Eventually.of_forall fun x hx => ?_
      rw [Set.uIoc_of_le zero_le_one] at hx
      obtain ⟨h0, h1⟩ := hx
      rw [norm_mul, Real.norm_eq_abs, Real.norm_eq_abs, Complex.log_im]
      have hq : |x * (1 - x)| ≤ 1 := abs_le.2 ⟨by nlinarith, by nlinarith⟩
      calc _ ≤ 1 * π := mul_le_mul hq (Complex.abs_arg_le_pi _) (abs_nonneg _) zero_le_one
        _ = π := one_mul π
    · exact intervalIntegrable_const
    · filter_upwards [compl_mem_ae_iff.2 (hfin.measure_zero volume)] with x hne hx
      rw [Set.uIoc_of_le zero_le_one] at hx
      rcases lt_trichotomy (x * (1 - x) * s) (m ^ 2) with h | h | h
      · have hmem : x ∉ {y : ℝ | m ^ 2 < y * (1 - y) * s} := not_lt_of_ge h.le
        rw [Set.indicator_of_notMem hmem]
        simpa using (tendsto_log_im_closed hm h).const_mul (x * (1 - x))
      · exact absurd h hne
      · have hmem : x ∈ {y : ℝ | m ^ 2 < y * (1 - y) * s} := h
        have hx1 : x ≠ 1 := by
          intro h1
          rw [h1] at h
          nlinarith [sq_nonneg m]
        have he : -(π / 2) * (2 * x * (1 - x)) = x * (1 - x) * (-π) := by ring
        rw [Set.indicator_of_mem hmem, he]
        exact (tendsto_log_im_open hm hx.1 (lt_of_le_of_ne hx.2 hx1) h).const_mul (x * (1 - x))
  have key := hlim.const_mul (2 * α / π)
  rw [intervalIntegral.integral_of_le zero_le_one, ← integral_Icc_eq_integral_Ioc,
    setIntegral_indicator hA, integral_const_mul] at key
  have hval : ∀ J : ℝ, 2 * α / π * (-(π / 2) * J) = -α * J := fun J => by
    linear_combination (-α * J) * mul_inv_cancel₀ Real.pi_ne_zero
  rw [hval] at key
  refine key.congr' ?_
  filter_upwards [self_mem_nhdsWithin] with ε hε
  exact (vacPol_im α s hm hε).symm
```

Inserting the closed form gives the main theorem.

```lean
/-- For `m > 0` and `s > 4m²`, the imaginary part of the electron loop at `s + i0` is
`-(α/3) √(1 - 4m²/s) (1 + 2m²/s)`. -/
theorem absorptive_part {m s : ℝ} (α : ℝ) (hm : 0 < m) (h : 4 * m ^ 2 < s) :
    Tendsto (fun ε : ℝ => (vacPol α m ((s : ℂ) + (ε : ℂ) * Complex.I)).im) (𝓝[>] 0)
      (𝓝 (-(α / 3) * Real.sqrt (1 - 4 * m ^ 2 / s) * (1 + 2 * m ^ 2 / s))) := by
  have key := tendsto_vacPol_im α s hm
  rw [integral_openRegion h] at key
  convert key using 2
  ring
```

**Q:** What if I drop \(s>4m^2\) and use the formula everywhere?

**A:** Try the spacelike value \(s=-4m^2\). The formula gives \(-\sqrt2\,\alpha/6\), but the true limit is \(0\), by the theorem below. So for \(\alpha\ne0\) the formula does not extend to all real \(s\). The theorem itself uses \(x(1-x)\le1/4\): for \(s\le4m^2\) no \(x\) in \([0,1]\) satisfies \(x(1-x)s>m^2\), and the integral is over the empty set.

```lean
/-- For `m > 0` and `s ≤ 4m²`, the imaginary part of the electron loop at `s + i0` vanishes. -/
theorem absorptive_part_below {m s : ℝ} (α : ℝ) (hm : 0 < m) (h : s ≤ 4 * m ^ 2) :
    Tendsto (fun ε : ℝ => (vacPol α m ((s : ℂ) + (ε : ℂ) * Complex.I)).im) (𝓝[>] 0) (𝓝 0) := by
  have hempty : openRegion m s = ∅ := by
    refine Set.eq_empty_iff_forall_notMem.2 ?_
    rintro x ⟨⟨h0, h1⟩, hx⟩
    have hx' : m ^ 2 < x * (1 - x) * s := hx
    -- x(1-x) never exceeds 1/4
    nlinarith [mul_le_mul_of_nonneg_left h (mul_nonneg h0 (sub_nonneg.2 h1)),
      mul_nonneg (sq_nonneg (2 * x - 1)) (sq_nonneg m)]
  have key := tendsto_vacPol_im α s hm
  rw [hempty, setIntegral_empty, mul_zero] at key
  exact key

end

end ElectronLoopAbsorptivePart
```

```lean
#print axioms ElectronLoopAbsorptivePart.absorptive_part
-- 'ElectronLoopAbsorptivePart.absorptive_part' depends on axioms: [propext, Classical.choice, Quot.sound]
#print axioms ElectronLoopAbsorptivePart.absorptive_part_below
-- 'ElectronLoopAbsorptivePart.absorptive_part_below' depends on axioms: [propext, Classical.choice, Quot.sound]
```

**Q:** Where would I meet this function outside a scattering problem?

**A:** In atomic structure. At distance \(r\) from a point nucleus, the one-loop (Uehling) correction to the Coulomb potential is that potential times \(\int_{4m^2}^{\infty}e^{-\sqrt{s}\,r}\,\frac{-\operatorname{Im}\Pi(s+i0)}{\pi s}\,ds\). The minus sign makes the weight positive for \(\alpha>0\), so the correction strengthens the attraction between nucleus and electron. It shifts the energy levels of all atoms, most strongly the inner levels of heavy ones.
